# Between two left movers of equal energy, a differentiable one-dimensional band has that energy at a point of non-negative velocity

The energy band here is a differentiable function `E` of one real momentum, and velocity is its derivative, with no factor of ħ. A left mover at energy `mu` is a momentum where `E` equals `mu` and the velocity is negative. `between_left` says that if `a < b` are two such momenta, then some `c` strictly between them has `E c = mu` and `0 ≤ deriv E c`. Neither periodicity of the band nor continuity of the velocity is assumed. The proof turns the energy axis over, so that left movers of `E` at `mu` become right movers of the negated band at `-mu`, and then applies the companion result `between_right`.

As first written in Lean, the proof fails:

```lean
import Mathlib

open Set Filter Topology

namespace BetweenLeft

/-- Momenta at which the band `E` crosses the energy `mu` with positive velocity. -/
def rightMovers (E : ℝ → ℝ) (mu : ℝ) : Set ℝ := {k | E k = mu ∧ 0 < deriv E k}

/-- Momenta at which the band `E` crosses the energy `mu` with negative velocity. -/
def leftMovers (E : ℝ → ℝ) (mu : ℝ) : Set ℝ := {k | E k = mu ∧ deriv E k < 0}

variable {E : ℝ → ℝ} {mu G : ℝ}

/-- Where a differentiable band has positive velocity, there are higher energies arbitrarily
close on the right and lower energies arbitrarily close on the left. -/
theorem rise_near (hd : Differentiable ℝ E) {k : ℝ} (hk : 0 < deriv E k) :
    (∀ b, k < b → ∃ x ∈ Ioo k b, E k < E x) ∧
      (∀ a, a < k → ∃ x ∈ Ioo a k, E x < E k) := by
  constructor
  · intro b hb
    have ht := (hasDerivWithinAt_iff_tendsto_slope' (s := Ioi k) (by simp)).1
      (hd k).hasDerivAt.hasDerivWithinAt
    obtain ⟨x, hs, hx⟩ := ((ht.eventually (lt_mem_nhds hk)).and (Ioo_mem_nhdsGT hb)).exists
    refine ⟨x, hx, ?_⟩
    rw [slope_def_field] at hs
    rcases div_pos_iff.1 hs with h | h <;> linarith [hx.1, h.1, h.2]
  · intro a ha
    have ht := (hasDerivWithinAt_iff_tendsto_slope' (s := Iio k) (by simp)).1
      (hd k).hasDerivAt.hasDerivWithinAt
    obtain ⟨x, hs, hx⟩ := ((ht.eventually (lt_mem_nhds hk)).and (Ioo_mem_nhdsLT ha)).exists
    refine ⟨x, hx, ?_⟩
    rw [slope_def_field] at hs
    rcases div_pos_iff.1 hs with h | h <;> linarith [hx.2, h.1, h.2]

/-- Between two right movers of a differentiable band, the band meets the same energy at a
point where its velocity is not positive. -/
theorem between_right (hd : Differentiable ℝ E) {a b : ℝ} (hab : a < b)
    (ha : a ∈ rightMovers E mu) (hb : b ∈ rightMovers E mu) :
    ∃ c ∈ Ioo a b, E c = mu ∧ deriv E c ≤ 0 := by
  obtain ⟨p, hp, hEp⟩ := (rise_near hd ha.2).1 b hab
  obtain ⟨q, hq, hEq⟩ := (rise_near hd hb.2).2 p hp.2
  rw [ha.1] at hEp
  rw [hb.1] at hEq
  -- `c` is the first point after `p` where the band is back at or below the level
  obtain ⟨c, ⟨hc, hEc⟩, hmin⟩ := (isCompact_Icc.inter_right
    (isClosed_le hd.continuous continuous_const) :
      IsCompact (Icc p q ∩ {x | E x ≤ mu})).exists_isLeast ⟨q, ⟨hq.1.le, le_rfl⟩, hEq.le⟩
  have hEc' : E c ≤ mu := hEc
  have hpc : p < c := by
    rcases hc.1.eq_or_lt with h | h
    · rw [← h] at hEc'
      linarith
    · exact h
  have hlevel : E c = mu := by
    obtain ⟨x, hx, hEx⟩ := intermediate_value_Icc' hc.1 hd.continuous.continuousOn
      ⟨hEc', hEp.le⟩
    have hcx : c ≤ x := hmin ⟨⟨hx.1, hx.2.trans hc.2⟩, hEx.le⟩
    rwa [le_antisymm hx.2 hcx] at hEx
  refine ⟨c, ⟨hp.1.trans hpc, hc.2.trans_lt hq.2⟩, hlevel, ?_⟩
  -- a positive velocity at `c` would put lower energies before `c`
  by_contra hpos
  obtain ⟨x, hx, hEx⟩ := (rise_near hd (not_le.1 hpos)).2 p hpc
  have hcx : c ≤ x := hmin ⟨⟨hx.1.le, hx.2.le.trans hc.2⟩, (hEx.trans_eq hlevel).le⟩
  exact absurd hx.2 (not_lt_of_ge hcx)

/-- Between two left movers of a differentiable band, the band meets the same energy at a
point where its velocity is not negative. -/
theorem between_left (hd : Differentiable ℝ E) {a b : ℝ} (hab : a < b)
    (ha : a ∈ leftMovers E mu) (hb : b ∈ leftMovers E mu) :
    ∃ c ∈ Ioo a b, E c = mu ∧ 0 ≤ deriv E c := by
  -- reflect the energy axis
  have hn : ∀ x, deriv (fun k => -E k) x = -deriv E x := fun x => (hd x).hasDerivAt.neg.deriv
  have hflip : ∀ x ∈ leftMovers E mu, x ∈ rightMovers (fun k => -E k) (-mu) := by
    intro x hx
    refine ⟨congrArg Neg.neg hx.1, ?_⟩
    rw [hn]
    linarith [hx.2]
  obtain ⟨c, hc, h1, h2⟩ := between_right (fun x => (hd x).hasDerivAt.neg.differentiableAt)
    hab (hflip a ha) (hflip b hb)
  rw [hn] at h2
  exact ⟨c, hc, neg_injective h1, by linarith⟩

end BetweenLeft
```

The compiler's answer:

```
Main.lean:81:6: error: Tactic `rewrite` failed: Did not find an occurrence of the pattern
  deriv (fun k => -E k) ?x
in the target expression
  deriv (-E) c ≤ 0

E : ℝ → ℝ
mu : ℝ
hd : Differentiable ℝ E
a b : ℝ
hab : a < b
ha : a ∈ leftMovers E mu
hb : b ∈ leftMovers E mu
hn : ∀ (x : ℝ), deriv (fun k => -E k) x = -deriv E x
hflip : ∀ x ∈ leftMovers E mu, x ∈ rightMovers (fun k => -E k) (-mu)
c : ℝ
hc : c ∈ Ioo a b
h1 : (-E) c = -mu
h2 : deriv (-E) c ≤ 0
⊢ ∃ c ∈ Ioo a b, E c = mu ∧ 0 ≤ deriv E c
```

After these edits no error is left:

```diff
@@ -77,8 +77,8 @@
     rw [hn]
     linarith [hx.2]
-  obtain ⟨c, hc, h1, h2⟩ := between_right (fun x => (hd x).hasDerivAt.neg.differentiableAt)
-    hab (hflip a ha) (hflip b hb)
+  obtain ⟨c, hc, h1, h2⟩ := between_right (E := fun k => -E k)
+    (fun x => (hd x).hasDerivAt.neg.differentiableAt) hab (hflip a ha) (hflip b hb)
   rw [hn] at h2
-  exact ⟨c, hc, neg_injective h1, by linarith⟩
+  exact ⟨c, hc, neg_inj.1 h1, by linarith⟩
 
 end BetweenLeft
```

What went wrong. The message says that `rw [hn]` found no `deriv (fun k => -E k) ?x` in `h2`, which reads `deriv (-E) c ≤ 0`. The negated band has been written in two ways: `hn` has the function that sends `k` to `-E k`, while `h2` has the negation of `E` as a whole function. The two are equal by definition, but `rw` looks for its pattern as written and does not unfold `-E` to find it.

The form `-E` came in through the call to `between_right`. The band was left implicit there, and Lean took it from the differentiability proof, where `HasDerivAt.neg` speaks of `-E`. The repair names the band with `(E := fun k => -E k)`, so `h2` comes out in the form `hn` expects and the rewrite goes through.

The change from `neg_injective h1` to `neg_inj.1 h1` is tidying as far as the message shows. Both cancel the minus signs in `h1`, and the error came before that line was reached.
